# The static head of a finite dressed bubble with complete amplitudes and a positive gap vanishes exactly when the density matrix is idempotent

Fix an orthonormal basis of $n$ spin-orbitals. A zero-temperature Green's function with finitely many poles has removal amplitudes $f_a\in\mathbb C^n$ at energies $E_a$ and addition amplitudes $g_b\in\mathbb C^n$ at energies $E_b$. They need be neither normalised nor mutually orthogonal; their squared norms are spectral weights, satellites included. As columns they form matrices $f$ and $g$, and in Lean `Er` and `Ea` hold the removal and addition energies.

```lean
import Mathlib

open Matrix

namespace DressedBubbleHead

noncomputable section

variable {n α β : Type*} [Fintype n] [Fintype α] [Fintype β]
```

The density matrix is $\rho=\sum_a f_af_a^*=ff^\dagger$.

```lean
/-- The density matrix `∑ₐ fₐ fₐ*` built from the removal amplitudes, which are the columns
of `f`. -/
def densityMatrix (f : Matrix n α ℂ) : Matrix n n ℂ := f * fᴴ
```

The overlaps are $O_{ab}=\langle f_a,g_b\rangle=(f^\dagger g)_{ab}$, antilinear in the first argument.

```lean
/-- The matrix of overlaps `⟨fₐ, g_b⟩` between removal and addition amplitudes. -/
def overlap (f : Matrix n α ℂ) (g : Matrix n β ℂ) : Matrix α β ℂ := fᴴ * g
```

The static bubble head is
$$P=-2\sum_{ab}\frac{|O_{ab}|^2}{E_b-E_a}.$$
It is the zero-frequency component of $G_{ij}(\tau)G_{ji}(-\tau)$, the product of two dressed Green's functions in imaginary time, summed over both orbital indices; the 2 counts the two time orderings. Physically, $P$ is the bubble approximation to the response of the particle number to a uniform static potential. At fixed particle number that response should be zero, so in this finite, gapped model a nonzero $P$ measures how far the dressed bubble without vertex corrections violates number conservation.

```lean
/-- The static head of the dressed bubble,
`-2 ∑ |⟨fₐ, g_b⟩|² / (E_b - Eₐ)`, with removal energies `Er` and addition energies `Ea`. -/
def bubbleHead (f : Matrix n α ℂ) (g : Matrix n β ℂ) (Er : α → ℝ) (Ea : β → ℝ) : ℝ :=
  -2 * ∑ a, ∑ b, ‖overlap f g a b‖ ^ 2 / (Ea b - Er a)
```

## Completeness: $ff^\dagger+gg^\dagger=1$

This is the spectral sum rule: removal and addition weights together exhaust the orbital space, as the anticommutation relations require. Here it is assumed, not derived from a Hamiltonian or a GW self-energy. It gives $1-\rho=gg^\dagger$, hence
$$\rho-\rho^2=\rho(1-\rho)=ff^\dagger gg^\dagger=f\,O\,g^\dagger.$$
The `calc` block in `idempotency_defect` follows these equalities.

```lean
/-- For complete amplitudes, the deviation of the density matrix from idempotency is carried
by the overlaps between removal and addition amplitudes. -/
theorem idempotency_defect [DecidableEq n] {f : Matrix n α ℂ} {g : Matrix n β ℂ}
    (h : f * fᴴ + g * gᴴ = 1) :
    densityMatrix f - densityMatrix f * densityMatrix f = f * overlap f g * gᴴ := by
  have hg : 1 - f * fᴴ = g * gᴴ := by
    rw [← h]
    abel
  unfold densityMatrix overlap
  calc f * fᴴ - f * fᴴ * (f * fᴴ) = f * fᴴ * (1 - f * fᴴ) := by rw [mul_sub, mul_one]
    _ = f * fᴴ * (g * gᴴ) := by rw [hg]
    _ = f * (fᴴ * g) * gᴴ := by simp only [Matrix.mul_assoc]
```

Since $g^\dagger f=O^\dagger$, cycling the trace gives
$$\operatorname{Tr}(\rho-\rho^2)=\operatorname{Tr}(g^\dagger f\,O)=\operatorname{Tr}(O^\dagger O)=\sum_{ab}|O_{ab}|^2 .$$
In `trace_defect`, `Matrix.trace_mul_cycle` does the cycling, and the remaining lines expand the trace into entries.

```lean
/-- For complete amplitudes, `Tr(ρ - ρ²)` is the sum of all squared overlaps between removal
and addition amplitudes. -/
theorem trace_defect [DecidableEq n] {f : Matrix n α ℂ} {g : Matrix n β ℂ}
    (h : f * fᴴ + g * gᴴ = 1) :
    (densityMatrix f - densityMatrix f * densityMatrix f).trace
      = ((∑ a, ∑ b, ‖overlap f g a b‖ ^ 2 : ℝ) : ℂ) := by
  have hs : gᴴ * f = (overlap f g)ᴴ := by
    simp [overlap, Matrix.conjTranspose_mul]
  -- cyclicity turns the trace into the squared Frobenius norm of the overlap matrix
  rw [idempotency_defect h, Matrix.trace_mul_cycle, hs]
  simp only [Matrix.trace, Matrix.diag_apply, Matrix.mul_apply, Matrix.conjTranspose_apply]
  rw [Finset.sum_comm]
  push_cast
  refine Finset.sum_congr rfl fun a _ => Finset.sum_congr rfl fun b _ => ?_
  exact Complex.conj_mul' _
```

Without completeness both directions of the equivalence fail, already for $n=1$. With $f=1/2$ and $g=0$ the head is zero but $\rho=1/4$; with $f=g=1$, $\rho$ is idempotent but the head is not zero.

## Energy order: $E_a<E_b$ for every pair

Every addition energy lies above every removal energy, as in a gapped system. All denominators are then positive, so every term of the sum is nonnegative and $P\le0$. This part does not need completeness.

```lean
/-- If all addition energies lie above all removal energies, the static bubble head is
nonpositive. -/
theorem bubbleHead_nonpos (f : Matrix n α ℂ) (g : Matrix n β ℂ) {Er : α → ℝ} {Ea : β → ℝ}
    (hE : ∀ a b, Er a < Ea b) : bubbleHead f g Er Ea ≤ 0 := by
  have hs : 0 ≤ ∑ a, ∑ b, ‖overlap f g a b‖ ^ 2 / (Ea b - Er a) :=
    Finset.sum_nonneg fun a _ => Finset.sum_nonneg fun b _ =>
      div_nonneg (sq_nonneg _) (sub_pos.2 (hE a b)).le
  unfold bubbleHead
  linarith
```

If $P=0$, a sum of nonnegative terms vanishes, so each term does, and $O=0$. The converse is immediate. `Finset.sum_eq_zero_iff_of_nonneg`, applied once per index, makes the termwise step.

```lean
/-- If all addition energies lie above all removal energies, the static bubble head vanishes
exactly when every removal amplitude is orthogonal to every addition amplitude. -/
theorem bubbleHead_eq_zero_iff_overlap (f : Matrix n α ℂ) (g : Matrix n β ℂ)
    {Er : α → ℝ} {Ea : β → ℝ} (hE : ∀ a b, Er a < Ea b) :
    bubbleHead f g Er Ea = 0 ↔ overlap f g = 0 := by
  have nn : ∀ a b, 0 ≤ ‖overlap f g a b‖ ^ 2 / (Ea b - Er a) := fun a b =>
    div_nonneg (sq_nonneg _) (sub_pos.2 (hE a b)).le
  constructor
  · intro h
    have hs : ∑ a, ∑ b, ‖overlap f g a b‖ ^ 2 / (Ea b - Er a) = 0 := by
      unfold bubbleHead at h
      linarith
    -- a vanishing sum of nonnegative terms vanishes term by term
    ext a b
    have h1 := (Finset.sum_eq_zero_iff_of_nonneg
      (fun a _ => Finset.sum_nonneg fun b _ => nn a b)).1 hs a (Finset.mem_univ a)
    have h2 := (Finset.sum_eq_zero_iff_of_nonneg (fun b _ => nn a b)).1 h1 b
      (Finset.mem_univ b)
    rcases div_eq_zero_iff.1 h2 with h3 | h3
    · exact norm_eq_zero.1 ((pow_eq_zero_iff two_ne_zero).1 h3)
    · exact absurd h3 (sub_pos.2 (hE a b)).ne'
  · intro h
    simp [bubbleHead, h]
```

Without the order, signs can mix. For $n=1$, $f=1/\sqrt2$ and two addition amplitudes $1/2$ at transition energies $+1$ and $-1$, the terms cancel although $\rho=1/2$. This is an algebraic example: a state of definite particle number would have integer $\operatorname{Tr}\rho$.

With both hypotheses, $P=0$ gives $O=0$ and so $\rho-\rho^2=fOg^\dagger=0$. Conversely, $\rho^2=\rho$ makes $\sum_{ab}|O_{ab}|^2$ zero, so $O=0$ and $P=0$.

```lean
/-- For complete amplitudes with all addition energies above all removal energies, the static
head of the dressed bubble is nonpositive, and it vanishes if and only if the density matrix
is idempotent. -/
theorem bubbleHead_nonpos_and_eq_zero_iff [DecidableEq n] {f : Matrix n α ℂ}
    {g : Matrix n β ℂ} {Er : α → ℝ} {Ea : β → ℝ}
    (h : f * fᴴ + g * gᴴ = 1) (hE : ∀ a b, Er a < Ea b) :
    bubbleHead f g Er Ea ≤ 0 ∧
      (bubbleHead f g Er Ea = 0 ↔ densityMatrix f * densityMatrix f = densityMatrix f) := by
  refine ⟨bubbleHead_nonpos f g hE, ?_⟩
  rw [bubbleHead_eq_zero_iff_overlap f g hE]
  constructor
  · intro h0
    have hd := idempotency_defect h
    rw [h0, Matrix.mul_zero, Matrix.zero_mul] at hd
    exact (sub_eq_zero.1 hd).symm
  · intro hi
    -- idempotency makes the trace, hence every squared overlap, vanish
    have ht := trace_defect h
    rw [hi, sub_self, Matrix.trace_zero] at ht
    have hs : ∑ a, ∑ b, ‖overlap f g a b‖ ^ 2 = 0 := Complex.ofReal_eq_zero.1 ht.symm
    ext a b
    have h1 := (Finset.sum_eq_zero_iff_of_nonneg
      (fun a _ => Finset.sum_nonneg fun b _ => sq_nonneg ‖overlap f g a b‖)).1 hs a
      (Finset.mem_univ a)
    have h2 := (Finset.sum_eq_zero_iff_of_nonneg
      (fun b _ => sq_nonneg ‖overlap f g a b‖)).1 h1 b (Finset.mem_univ b)
    exact norm_eq_zero.1 ((pow_eq_zero_iff two_ne_zero).1 h2)
```

## A gap $\Delta>0$ and a width $W$

Suppose the amplitudes are complete and $\Delta\le E_b-E_a\le W$ for all pairs. Then
$$\frac{|O_{ab}|^2}{W}\le\frac{|O_{ab}|^2}{E_b-E_a}\le\frac{|O_{ab}|^2}{\Delta}.$$
Summing, using the trace identity and multiplying by $-2$ gives
$$-\frac{2\operatorname{Tr}(\rho-\rho^2)}{\Delta}\le P\le-\frac{2\operatorname{Tr}(\rho-\rho^2)}{W}.$$
In the proof `h1` and `h2` are the two summed inequalities; `.re` only turns the trace, already real, into a real number. At a fixed non-idempotent $\rho$, the head can be arbitrarily large in magnitude without $\Delta$, and arbitrarily small without $W$.

```lean
/-- For complete amplitudes with all transition energies between a gap `Δ > 0` and a width `W`, the
bubble head lies between `-2 Tr(ρ - ρ²)/Δ` and `-2 Tr(ρ - ρ²)/W`. -/
theorem bubbleHead_bounds [DecidableEq n] {f : Matrix n α ℂ} {g : Matrix n β ℂ}
    {Er : α → ℝ} {Ea : β → ℝ} {Δ W : ℝ} (h : f * fᴴ + g * gᴴ = 1) (hΔ : 0 < Δ)
    (hlo : ∀ a b, Δ ≤ Ea b - Er a) (hhi : ∀ a b, Ea b - Er a ≤ W) :
    -2 * ((densityMatrix f - densityMatrix f * densityMatrix f).trace.re / Δ)
        ≤ bubbleHead f g Er Ea ∧
      bubbleHead f g Er Ea
        ≤ -2 * ((densityMatrix f - densityMatrix f * densityMatrix f).trace.re / W) := by
  rw [trace_defect h, Complex.ofReal_re]
  have h1 : ∑ a, ∑ b, ‖overlap f g a b‖ ^ 2 / (Ea b - Er a)
      ≤ (∑ a, ∑ b, ‖overlap f g a b‖ ^ 2) / Δ := by
    simp only [Finset.sum_div]
    exact Finset.sum_le_sum fun a _ => Finset.sum_le_sum fun b _ =>
      div_le_div_of_nonneg_left (sq_nonneg _) hΔ (hlo a b)
  have h2 : (∑ a, ∑ b, ‖overlap f g a b‖ ^ 2) / W
      ≤ ∑ a, ∑ b, ‖overlap f g a b‖ ^ 2 / (Ea b - Er a) := by
    simp only [Finset.sum_div]
    exact Finset.sum_le_sum fun a _ => Finset.sum_le_sum fun b _ =>
      div_le_div_of_nonneg_left (sq_nonneg _) (hΔ.trans_le (hlo a b)) (hhi a b)
  unfold bubbleHead
  constructor <;> linarith
```

In an imaginary-time code, $\rho$ comes from the equal-time limit of $G$. Its natural occupations $\nu_i$ give $\operatorname{Tr}(\rho-\rho^2)=\sum_i\nu_i(1-\nu_i)$, so, if values of $\Delta$ and $W$ are also available, the head can be bracketed before any bubble is built. With an explicit pole list, completeness should be tested first, since discarded poles spoil it.

## A fractional natural occupation

Keep completeness and the energy order, and let $\rho v=\nu v$ with $v\ne0$ and $\nu\ne0,1$: a natural orbital, not necessarily normalised, that is partly occupied. If $P$ were zero, $\rho^2=\rho$ would give $\nu^2v=\nu v$, and a nonzero component of $v$ would force $\nu\in\{0,1\}$. Hence $P<0$. For $n\ge2$, an occupation of 0 or 1 in one orbital does not settle whether $P$ vanishes, because another may be fractional.

```lean
/-- For complete amplitudes with all addition energies above all removal energies, a natural orbital
`v` whose occupation `ν` is neither zero nor one makes the static bubble head strictly negative. -/
theorem bubbleHead_neg_of_fractional_occupation [DecidableEq n] {f : Matrix n α ℂ}
    {g : Matrix n β ℂ} {Er : α → ℝ} {Ea : β → ℝ} {v : n → ℂ} {ν : ℂ}
    (h : f * fᴴ + g * gᴴ = 1) (hE : ∀ a b, Er a < Ea b) (hv0 : v ≠ 0)
    (hv : densityMatrix f *ᵥ v = ν • v) (hν0 : ν ≠ 0) (hν1 : ν ≠ 1) :
    bubbleHead f g Er Ea < 0 := by
  obtain ⟨hle, hiff⟩ := bubbleHead_nonpos_and_eq_zero_iff h hE
  refine lt_of_le_of_ne hle fun h0 => ?_
  -- an idempotent density matrix would force `ν² = ν`
  have h2 : (densityMatrix f * densityMatrix f) *ᵥ v = densityMatrix f *ᵥ v := by
    rw [hiff.1 h0]
  rw [← Matrix.mulVec_mulVec, hv, Matrix.mulVec_smul, hv] at h2
  obtain ⟨i, hi⟩ := Function.ne_iff.mp hv0
  have hi' : v i ≠ 0 := hi
  have h3 : ν * (ν * v i) = ν * v i := congrFun h2 i
  have h4 : ν * v i = v i := mul_left_cancel₀ hν0 h3
  exact hν1 (mul_right_cancel₀ hi' (by rw [h4, one_mul]))
```

## One orbital satisfies the hypotheses

Take $n=1$, $f=c$ and $g=s$ real with $c^2+s^2=1$, and energies $E_1<E_2$. Then $ff^\dagger+gg^\dagger=c^2+s^2=1$, $O=cs$ and
$$P=-\frac{2c^2s^2}{E_2-E_1}.$$
Lean states this multiplied by $E_2-E_1$. Since $\rho-\rho^2=c^2s^2$, both bounds above are attained at $\Delta=W=E_2-E_1$. For $0<c^2<1$ this is an algebraic check rather than a state of definite particle number, since $\operatorname{Tr}\rho=c^2$ is not an integer.

```lean
/-- One orbital with real removal amplitude `c` at energy `E₁` and real addition amplitude `s` at
energy `E₂`, where `E₁ < E₂` and `c² + s² = 1`, is complete, and its bubble head times the
transition energy is `-2 (c s)²`. -/
theorem one_orbital_witness {c s E₁ E₂ : ℝ} (hcs : c ^ 2 + s ^ 2 = 1) (hE : E₁ < E₂) :
    (!![(c : ℂ)] * !![(c : ℂ)]ᴴ + !![(s : ℂ)] * !![(s : ℂ)]ᴴ = 1) ∧
      bubbleHead !![(c : ℂ)] !![(s : ℂ)] (fun _ => E₁) (fun _ => E₂) * (E₂ - E₁)
        = -2 * (c * s) ^ 2 := by
  constructor
  · have hr : c * c + s * s = 1 := by linarith [hcs, sq c, sq s]
    have hc : (c : ℂ) * c + (s : ℂ) * s = 1 := by exact_mod_cast hr
    ext i j
    fin_cases i
    fin_cases j
    simp only [Matrix.add_apply, Matrix.mul_apply, Matrix.conjTranspose_apply,
      Finset.univ_unique, Finset.sum_singleton]
    simpa using hc
  · have hne : E₂ - E₁ ≠ 0 := (sub_pos.2 hE).ne'
    have hov : ‖overlap !![(c : ℂ)] !![(s : ℂ)] 0 0‖ ^ 2 = (c * s) ^ 2 := by
      simp [overlap, Matrix.mul_apply, mul_pow]
    simp only [bubbleHead, Finset.univ_unique, Fin.default_eq_zero, Finset.sum_singleton, hov]
    rw [mul_assoc, div_mul_cancel₀ _ hne]

end

end DressedBubbleHead
```

```lean
#print axioms DressedBubbleHead.bubbleHead_nonpos_and_eq_zero_iff
-- 'DressedBubbleHead.bubbleHead_nonpos_and_eq_zero_iff' depends on axioms: [propext, Classical.choice, Quot.sound]
#print axioms DressedBubbleHead.bubbleHead_bounds
-- 'DressedBubbleHead.bubbleHead_bounds' depends on axioms: [propext, Classical.choice, Quot.sound]
#print axioms DressedBubbleHead.bubbleHead_neg_of_fractional_occupation
-- 'DressedBubbleHead.bubbleHead_neg_of_fractional_occupation' depends on axioms: [propext, Classical.choice, Quot.sound]
```
